# A fluctuating core energy scaled by Z² dominates the local-energy variance at large Z in a finite model of independent core and valence

Let a core contribute $+Z^2$ or $-Z^2$ to the energy with equal probability, and let the valence electrons independently contribute $+1$ or $-1$. Here $Z$ is the nuclear charge. The four total energies $\pm Z^2\pm 1$ are equally likely and average to zero, so the variance is

$$\tfrac12\left[(Z^2+1)^2+(Z^2-1)^2\right]=Z^4+1 .$$

The cross terms $\pm 2Z^2$ cancel. The core's share is $Z^4/(Z^4+1)$, which tends to one. The same happens for any finite set of configurations, provided that the core energy fluctuates.

## Configurations, averages and the local energy

```lean
import Mathlib

open Filter Topology

namespace CoreVarianceScaling

noncomputable section

variable {Ω X Y : Type*} [Fintype Ω] [Fintype X] [Fintype Y]
```

`X` is the set of core configurations, `Y` the set of valence configurations, and `Ω` any configuration set. All three are finite.

```lean
/-- A probability distribution on a finite set of configurations. -/
structure IsDistribution (p : X → ℝ) : Prop where
  nonneg : ∀ x, 0 ≤ p x
  sum_one : ∑ x, p x = 1
```

`IsDistribution p` says that $p(x)\ge 0$ and $\sum_x p(x)=1$. A theorem that needs these facts takes them as a hypothesis, such as `hp : IsDistribution p`.

```lean
/-- The sum of `f` over configurations with weights `w`, which is the average of `f` when the
weights sum to one. -/
def mean (w f : Ω → ℝ) : ℝ := ∑ i, w i * f i
```

This is $\langle f\rangle_w=\sum_i w_i f_i$, with no division by the total weight.

```lean
/-- The covariance of two observables. -/
def covariance (w f g : Ω → ℝ) : ℝ :=
  mean w (fun i => (f i - mean w f) * (g i - mean w g))
```

$\mathrm{Cov}_w(f,g)=\big\langle (f-\langle f\rangle_w)(g-\langle g\rangle_w)\big\rangle_w$.

```lean
/-- The variance of an observable. -/
def variance (w f : Ω → ℝ) : ℝ := mean w (fun i => (f i - mean w f) ^ 2)
```

$\mathrm{Var}_w(f)=\big\langle (f-\langle f\rangle_w)^2\big\rangle_w$.

```lean
/-- The joint distribution of independent core and valence configurations. -/
def joint (p : X → ℝ) (q : Y → ℝ) : X × Y → ℝ := fun s => p s.1 * q s.2
```

Independence is the product weight $p(x)\,q(y)$ on pairs $s=(x,y)$; `s.1` is $x$ and `s.2` is $y$.

```lean
/-- The local energy `Z² a(x) + b(y)` of core configuration `x` and valence configuration `y`. -/
def localEnergy (a : X → ℝ) (b : Y → ℝ) (Z : ℝ) : X × Y → ℝ :=
  fun s => Z ^ 2 * a s.1 + b s.2
```

In quantum Monte Carlo, the local energy of a trial wavefunction $\Psi$ is $(\hat H\Psi)/\Psi$, evaluated at the sampled electron positions, where $\hat H$ is the Hamiltonian. Here it is modelled by $E_Z(x,y)=Z^2a(x)+b(y)$, with $Z$ any real number. The factor $Z^2$ is postulated. It stands for hydrogen-like core energies, with $x$ understood as core positions measured in units of length proportional to $1/Z$, so that $a$ and $p$ do not change with $Z$. Energy terms that couple core and valence are left out, as are continuous configurations.

## The exact variance

```lean
/-- The variance of `c f + g` is a quadratic polynomial in `c`, with the covariance in its
linear term. -/
theorem variance_scaled_add (w f g : Ω → ℝ) (c : ℝ) :
    variance w (fun i => c * f i + g i) =
      c ^ 2 * variance w f + 2 * c * covariance w f g + variance w g := by
  have hm : mean w (fun i => c * f i + g i) = c * mean w f + mean w g := by
    simp only [mean, Finset.mul_sum, ← Finset.sum_add_distrib]
    exact Finset.sum_congr rfl fun i _ => by ring
  simp only [variance, covariance, hm]
  -- the means are now mere constants, and the square is expanded termwise
  generalize mean w f = m
  generalize mean w g = n
  simp only [mean, Finset.mul_sum, ← Finset.sum_add_distrib]
  exact Finset.sum_congr rfl fun i _ => by ring
```

In words: $\mathrm{Var}(cf+g)=c^2\,\mathrm{Var}(f)+2c\,\mathrm{Cov}(f,g)+\mathrm{Var}(g)$.

By hand, write $m=\langle f\rangle$ and $n=\langle g\rangle$. The mean of $cf+g$ is $cm+n$, so the squared deviation at configuration $i$ is

$$\left[c(f_i-m)+(g_i-n)\right]^2=c^2(f_i-m)^2+2c(f_i-m)(g_i-n)+(g_i-n)^2 .$$

Averaging gives the claim. In the proof, `hm` is the linearity of the mean, `generalize` renames the two means $m$ and $n$, and the last `ring` expands the square for each $i$. The weights need not be normalised.

```lean
/-- For independent sectors, the average of a core factor times a valence factor is the
product of the two averages. -/
theorem mean_joint (p : X → ℝ) (q : Y → ℝ) (F : X → ℝ) (G : Y → ℝ) :
    mean (joint p q) (fun s => F s.1 * G s.2) = mean p F * mean q G := by
  simp only [mean, joint, Fintype.sum_prod_type, Finset.sum_mul_sum]
  exact Finset.sum_congr rfl fun x _ => Finset.sum_congr rfl fun y _ => by ring
```

For product weights, averages of products factorise:

$$\sum_{x,y}p(x)q(y)F(x)G(y)=\Big(\sum_x p(x)F(x)\Big)\Big(\sum_y q(y)G(y)\Big).$$

```lean
private lemma mean_core (p : X → ℝ) {q : Y → ℝ} (hq : IsDistribution q) (F : X → ℝ) :
    mean (joint p q) (fun s => F s.1) = mean p F := by
  have h := mean_joint p q F (fun _ => 1)
  have h1 : mean q (fun _ => 1) = 1 := by simp [mean, hq.sum_one]
  simpa only [h1, mul_one] using h
```

Setting $G=1$ and using $\sum_y q(y)=1$ shows that a core quantity has the same average in the joint distribution as in $p$.

```lean
private lemma mean_valence {p : X → ℝ} (hp : IsDistribution p) (q : Y → ℝ) (G : Y → ℝ) :
    mean (joint p q) (fun s => G s.2) = mean q G := by
  have h := mean_joint p q (fun _ => 1) G
  have h1 : mean p (fun _ => 1) = 1 := by simp [mean, hp.sum_one]
  simpa only [h1, one_mul] using h
```

The same holds for valence quantities, now with $\sum_x p(x)=1$.

```lean
private lemma mean_deviation {p : X → ℝ} (hp : IsDistribution p) (a : X → ℝ) :
    mean p (fun x => a x - mean p a) = 0 := by
  have h : ∀ m : ℝ, mean p (fun x => a x - m) = mean p a - m := fun m => by
    simp only [mean, mul_sub, Finset.sum_sub_distrib, ← Finset.sum_mul, hp.sum_one, one_mul]
  rw [h, sub_self]
```

Deviations average to zero: $\sum_x p(x)\,(a(x)-m)=\langle a\rangle_p-m$, which vanishes at $m=\langle a\rangle_p$.

```lean
private lemma variance_core (p : X → ℝ) {q : Y → ℝ} (hq : IsDistribution q) (a : X → ℝ) :
    variance (joint p q) (fun s => a s.1) = variance p a := by
  have ha := mean_core p hq a
  simp only [variance, ha]
  exact mean_core p hq (fun x => (a x - mean p a) ^ 2)
```

The core variance is also the same in the joint distribution as in $p$. The proof uses `mean_core` twice, first for $a$ and then for its squared deviation.

```lean
/-- Core and valence observables of independent sectors have zero covariance. -/
theorem covariance_joint {p : X → ℝ} {q : Y → ℝ} (hp : IsDistribution p)
    (hq : IsDistribution q) (a : X → ℝ) (b : Y → ℝ) :
    covariance (joint p q) (fun s => a s.1) (fun s => b s.2) = 0 := by
  have ha := mean_core p hq a
  have hb := mean_valence hp q b
  simp only [covariance, ha, hb]
  exact (mean_joint p q (fun x => a x - mean p a) (fun y => b y - mean q b)).trans
    (by rw [mean_deviation hp a, zero_mul])
```

The covariance of $a$ and $b$ is the average of a core factor times a valence factor, so it factorises:

$$\mathrm{Cov}(a,b)=\big\langle a-\langle a\rangle_p\big\rangle_p\,\big\langle b-\langle b\rangle_q\big\rangle_q=0 .$$

`mean_joint` supplies the factorisation and `mean_deviation` the zero.

```lean
/-- For independent core and valence configurations, the variance of the local energy is
`Z⁴ Var(a) + Var(b)`. -/
theorem variance_localEnergy {p : X → ℝ} {q : Y → ℝ} (hp : IsDistribution p)
    (hq : IsDistribution q) (a : X → ℝ) (b : Y → ℝ) (Z : ℝ) :
    variance (joint p q) (localEnergy a b Z) = Z ^ 4 * variance p a + variance q b := by
  have hb : variance (joint p q) (fun s => b s.2) = variance q b := by
    have hm := mean_valence hp q b
    simp only [variance, hm]
    exact mean_valence hp q (fun y => (b y - mean q b) ^ 2)
  have h := variance_scaled_add (joint p q) (fun s => a s.1) (fun s => b s.2) (Z ^ 2)
  rw [variance_core p hq a, covariance_joint hp hq a b, hb] at h
  exact h.trans (by ring)
```

This is the exact formula, $\mathrm{Var}(E_Z)=Z^4\,\mathrm{Var}_p(a)+\mathrm{Var}_q(b)$. Put $c=Z^2$ in the general expansion:

$$\mathrm{Var}(E_Z)=(Z^2)^2\,\mathrm{Var}_p(a)+2Z^2\cdot 0+\mathrm{Var}_q(b).$$

The `rw` line makes these substitutions.

For a numerical instance, take $a=\pm1$ and $b=\pm3$, each with equal probabilities, and $Z=2$. The energies are $7,1,-1,-7$, with variance $(49+1+1+49)/4=25$. The formula gives $16\cdot1+9=25$.

Without independence the formula can fail. If $a$ and $b$ always have the same value, $+1$ or $-1$ with equal probabilities, the energy is $\pm(Z^2+1)$ and its variance is $Z^4+2Z^2+1$, which differs from $Z^4+1$ for every $Z\neq0$.

## Large Z

```lean
/-- With or without correlation between `f` and `g`, the variance of `Z² f + g` divided by
`Z⁴` tends to the variance of `f` as `Z` tends to infinity. -/
theorem variance_div_tendsto (w f g : Ω → ℝ) :
    Tendsto (fun Z : ℝ => variance w (fun i => Z ^ 2 * f i + g i) / Z ^ 4)
      atTop (𝓝 (variance w f)) := by
  -- after division by Z⁴ the variance is a polynomial in 1/Z
  have hc : Continuous fun t : ℝ =>
      variance w f + 2 * covariance w f g * t ^ 2 + variance w g * t ^ 4 := by fun_prop
  have h0 : Tendsto (fun Z : ℝ => variance w f + 2 * covariance w f g * (Z⁻¹) ^ 2
      + variance w g * (Z⁻¹) ^ 4) atTop
      (𝓝 (variance w f + 2 * covariance w f g * 0 ^ 2 + variance w g * 0 ^ 4)) :=
    (hc.tendsto 0).comp tendsto_inv_atTop_zero
  have e : variance w f + 2 * covariance w f g * 0 ^ 2 + variance w g * 0 ^ 4
      = variance w f := by ring
  rw [e] at h0
  refine h0.congr' ?_
  filter_upwards [eventually_gt_atTop (0 : ℝ)] with Z hZ
  have hz : Z ≠ 0 := hZ.ne'
  rw [variance_scaled_add]
  field_simp
```

`Tendsto … atTop (𝓝 L)` reads "tends to $L$ as $Z\to\infty$". Dividing the general expansion by $Z^4$ gives

$$\frac{\mathrm{Var}(Z^2f+g)}{Z^4}=\mathrm{Var}(f)+\frac{2\,\mathrm{Cov}(f,g)}{Z^2}+\frac{\mathrm{Var}(g)}{Z^4}\longrightarrow \mathrm{Var}(f).$$

Lean treats the right-hand side as a polynomial in $t=1/Z$, continuous at $t=0$. The `filter_upwards` step restricts attention to $Z>0$, where the division is legitimate. Correlation is allowed, but the weights `w` must not depend on $Z$.

```lean
/-- With or without correlation between `f` and `g`, the ratio of `Z⁴ Var(f)` to the variance
of `Z² f + g` tends to one as `Z` tends to infinity, provided `f` fluctuates. -/
theorem correlated_fraction_tendsto_one (w f g : Ω → ℝ) (hf : 0 < variance w f) :
    Tendsto (fun Z : ℝ => Z ^ 4 * variance w f / variance w (fun i => Z ^ 2 * f i + g i))
      atTop (𝓝 1) := by
  have h := (tendsto_const_nhds (x := variance w f)).div (variance_div_tendsto w f g) hf.ne'
  rw [div_self hf.ne'] at h
  refine h.congr fun Z => ?_
  show variance w f / (variance w (fun i => Z ^ 2 * f i + g i) / Z ^ 4) = _
  rw [div_div_eq_mul_div, mul_comm (variance w f)]
```

If $\mathrm{Var}(f)>0$, the quotient of limits gives

$$\frac{Z^4\,\mathrm{Var}(f)}{\mathrm{Var}(Z^2f+g)}=\frac{\mathrm{Var}(f)}{\mathrm{Var}(Z^2f+g)/Z^4}\longrightarrow\frac{\mathrm{Var}(f)}{\mathrm{Var}(f)}=1 .$$

With negative covariance this ratio can exceed one, so it is a true share only when the covariance term is absent.

```lean
/-- If the core energy fluctuates, the core fraction of the local-energy variance tends to one
as `Z` tends to infinity, for every independent valence distribution. -/
theorem core_fraction_tendsto_one (p : X → ℝ) {q : Y → ℝ}
    (hq : IsDistribution q) (a : X → ℝ) (b : Y → ℝ) (ha : 0 < variance p a) :
    Tendsto (fun Z : ℝ => Z ^ 4 * variance p a / variance (joint p q) (localEnergy a b Z))
      atTop (𝓝 1) := by
  have h := correlated_fraction_tendsto_one (joint p q) (fun s => a s.1) (fun s => b s.2)
    (by rw [variance_core p hq a]; exact ha)
  rw [variance_core p hq a] at h
  exact h
```

For independent sectors the ratio is the core fraction, and it tends to one for every valence distribution $q$ and every function $b$. The proof applies the previous theorem to the joint weights and uses `variance_core` to recover $\mathrm{Var}_p(a)$.

The hypothesis `ha` says that the core local energy fluctuates, as it generally does for an approximate trial wavefunction; for an exact eigenfunction the local energy is constant. If $a$ is constant and $b=\pm1$ with equal probabilities, the core fraction is $0$ for every $Z$, and the conclusion fails.

```lean
/-- At finite nonzero `Z`, the core fraction of the variance falls short of one by at most
`Var(b) / (Z⁴ Var(a))`. -/
theorem one_sub_core_fraction_le {p : X → ℝ} {q : Y → ℝ} (hp : IsDistribution p)
    (hq : IsDistribution q) (a : X → ℝ) (b : Y → ℝ) (ha : 0 < variance p a)
    {Z : ℝ} (hZ : Z ≠ 0) :
    1 - Z ^ 4 * variance p a / variance (joint p q) (localEnergy a b Z) ≤
      variance q b / (Z ^ 4 * variance p a) := by
  have hB : 0 ≤ variance q b :=
    Finset.sum_nonneg fun y _ => mul_nonneg (hq.nonneg y) (sq_nonneg _)
  have hZ4 : 0 < Z ^ 4 := by positivity
  have ht : 0 < Z ^ 4 * variance p a := mul_pos hZ4 ha
  rw [variance_localEnergy hp hq]
  -- the missing fraction is the valence share of the total variance
  have hs : Z ^ 4 * variance p a + variance q b ≠ 0 := by linarith
  rw [one_sub_div hs, add_sub_cancel_left]
  exact div_le_div_of_nonneg_left hB ht (by linarith)

end

end CoreVarianceScaling
```

At finite $Z\neq0$, write $T=Z^4\,\mathrm{Var}_p(a)>0$ and $B=\mathrm{Var}_q(b)\ge0$. Then

$$1-\frac{T}{T+B}=\frac{B}{T+B}\le\frac{B}{T}.$$

`one_sub_div` gives the equality, and `div_le_div_of_nonneg_left` the inequality. In the numerical instance above, the shortfall at $Z=2$ is $9/25=0.36$ and the bound is $9/16\approx0.56$. At $Z=4$ they are $9/265\approx0.0340$ and $9/256\approx0.0352$.

In quantum Monte Carlo with independent samples, the number needed for a fixed statistical error is proportional to the variance. In this finite, additive model a fluctuating core therefore makes that number grow as $Z^4$, and an effective potential that removes the core term removes this growth.

```lean
#print axioms CoreVarianceScaling.variance_localEnergy
-- 'CoreVarianceScaling.variance_localEnergy' depends on axioms: [propext, Classical.choice, Quot.sound]
#print axioms CoreVarianceScaling.core_fraction_tendsto_one
-- 'CoreVarianceScaling.core_fraction_tendsto_one' depends on axioms: [propext, Classical.choice, Quot.sound]
#print axioms CoreVarianceScaling.one_sub_core_fraction_le
-- 'CoreVarianceScaling.one_sub_core_fraction_le' depends on axioms: [propext, Classical.choice, Quot.sound]
```
